# Three non-interacting electrons in two equivalent orbitals with overlap 0 < s < 1 and coupling t < es bind exactly when s < 1/3

Whether electrons "bind" depends on the energy they are compared with. Here the reference is the on-site energy $e$ for each electron, and the energy of $N$ electrons is the sum of their one-electron levels minus $Ne$. A negative value means binding. Electron-electron and nuclear repulsion are left out, and spin enters only through the limit of two electrons per level.

## Levels and energies from the two-orbital problem

Two normalised orbitals have equal on-site energy $e$, coupling $t$ and overlap $s$, all real. With coefficients $c_0, c_1$, the equation $Hc = ESc$ reads

$$e c_0 + t c_1 = E(c_0 + s c_1), \qquad t c_0 + e c_1 = E(s c_0 + c_1).$$

Adding and subtracting gives

$$\bigl(e+t-E(1+s)\bigr)(c_0+c_1)=0, \qquad \bigl(e-t-E(1-s)\bigr)(c_0-c_1)=0.$$

If $c \neq 0$, then $c_0+c_1$ and $c_0-c_1$ are not both zero. For $-1<s<1$, $E$ is therefore one of

$$E_+ = \frac{e+t}{1+s}, \qquad E_- = \frac{e-t}{1-s}.$$

Both occur, with normalised solutions $(1,\pm1)/\sqrt{2(1\pm s)}$. Relative to $e$, the levels are

$$E_+-e = -\frac{es-t}{1+s}, \qquad E_--e = \frac{es-t}{1-s}.$$

The condition $t<es$ says that the coupling lies below the on-site energy weighted by the overlap, so the in-phase combination is stabilised. Shifting the zero of energy by $\lambda$ replaces $e$ by $e+\lambda$ and $t$ by $t+\lambda s$, which leaves $t-es$ unchanged.

With $a$ electrons in the in-phase level and $b$ in the out-of-phase level, the energy is

$$a(E_+-e)+b(E_--e) = \frac{\bigl[-a(1-s)+b(1+s)\bigr](es-t)}{1-s^2} = \frac{\bigl[(a+b)s-(a-b)\bigr](es-t)}{1-s^2}.$$

For $t<es$ the bracket decides the sign. Filling the lower level first gives the occupations $(1,0)$, $(2,0)$, $(2,1)$ and $(2,2)$, with brackets $s-1$, $2s-2$, $3s-1$ and $4s$. For $0<s<1$ the first two are negative, the third is negative exactly when $s<1/3$, and the last is positive.

In this non-interacting model, the repulsion between filled shells comes from the overlap: a tight-binding version with $s=0$ gives four electrons an energy of exactly zero.

## Overlaps of 1/4 and 1/2 in numbers

Take $e=-10$, $t=-5$ and $s=1/4$ in any energy unit. Then $es-t=2.5$, $E_+=-12$ and $E_-=-20/3$, so the shifts from $e$ are $-2$ and $+10/3$. One to four electrons have energies $-2$, $-4$, $-2/3$ and $+8/3$, and three electrons bind.

Now take $s=1/2$ and $t=-7.5$, which keeps $es-t=2.5$. The shifts become $-5/3$ and $+5$, and three electrons have energy $-10/3+5=+5/3$. They no longer bind.

## Matrices, levels and occupations in Lean

```lean
import Mathlib

open Matrix

namespace OverlapRepulsion

noncomputable section
```

The Hamiltonian and overlap are explicit real matrices, indexed by 0 and 1 like the coefficients above.

```lean
/-- The Hamiltonian matrix of two equivalent orbitals with on-site energy `e` and coupling `t`. -/
def hamiltonian (e t : ℝ) : Matrix (Fin 2) (Fin 2) ℝ := !![e, t; t, e]

/-- The overlap matrix of two normalized orbitals with mutual overlap `s`. -/
def overlap (s : ℝ) : Matrix (Fin 2) (Fin 2) ℝ := !![1, s; s, 1]
```

The levels $E_+$ and $E_-$ are named by phase, not by energetic order, because the order depends on $t$.

```lean
/-- The level `(e + t) / (1 + s)` of the in-phase combination, for `s ≠ -1`. -/
def inPhase (e t s : ℝ) : ℝ := (e + t) / (1 + s)

/-- The level `(e - t) / (1 - s)` of the out-of-phase combination, for `s ≠ 1`. -/
def outOfPhase (e t s : ℝ) : ℝ := (e - t) / (1 - s)
```

Occupations are natural numbers. The definition of the energy sets no upper limit on them.

```lean
/-- The energy, relative to `e` per electron, of `a` electrons in the in-phase level and `b` in
the out-of-phase level, for `s` different from `1` and `-1`. -/
def occupationEnergy (e t s : ℝ) (a b : ℕ) : ℝ :=
  a * (inPhase e t s - e) + b * (outOfPhase e t s - e)
```

Filling in order puts `min N 2` electrons in the in-phase level and `N - 2` in the other. Subtraction of natural numbers stops at zero, so the upper level stays empty for $N\le2$. The function describes two levels with at most two electrons each only up to $N=4$.

```lean
/-- The energy, relative to `e` per electron, of `N ≤ 4` electrons when the in-phase level takes
the first two and the out-of-phase level the rest, for `s` different from `1` and `-1`. -/
def aufbauEnergy (e t s : ℝ) (N : ℕ) : ℝ :=
  occupationEnergy e t s (min N 2) (N - 2)
```

## The levels as generalized eigenvalues

The next theorem says that a nonzero real vector solves $Hc=ESc$ if and only if $E$ is one of the two levels. The hypotheses $-1<s<1$ express that the normalised orbitals are linearly independent.

In the forward direction, `h0` and `h1` are the two component equations, and `hsum` and `hdiff` are their sum and difference. If both coefficient factors vanish, then $c=0$, a contradiction. The converse supplies the unnormalised vectors `![1, 1]` and `![1, -1]`.

```lean
/-- For an overlap between `-1` and `1`, the energies at which `H c = E S c` has a nonzero
solution are exactly the in-phase and the out-of-phase level. -/
theorem generalized_eigenvalue_iff {e t s E : ℝ} (hs : -1 < s) (hs1 : s < 1) :
    (∃ c : Fin 2 → ℝ, c ≠ 0 ∧ hamiltonian e t *ᵥ c = E • (overlap s *ᵥ c)) ↔
      E = inPhase e t s ∨ E = outOfPhase e t s := by
  have hp : 1 + s ≠ 0 := by linarith
  have hm : 1 - s ≠ 0 := by linarith
  constructor
  · rintro ⟨c, hc, h⟩
    have h0 : e * c 0 + t * c 1 = E * (c 0 + s * c 1) := by
      simpa [hamiltonian, overlap, Matrix.mulVec, dotProduct, Fin.sum_univ_two]
        using congrFun h 0
    have h1 : t * c 0 + e * c 1 = E * (s * c 0 + c 1) := by
      simpa [hamiltonian, overlap, Matrix.mulVec, dotProduct, Fin.sum_univ_two]
        using congrFun h 1
    -- the sum and the difference of the two equations decouple
    have hsum : (e + t - E * (1 + s)) * (c 0 + c 1) = 0 := by linear_combination h0 + h1
    have hdiff : (e - t - E * (1 - s)) * (c 0 - c 1) = 0 := by linear_combination h0 - h1
    rcases mul_eq_zero.mp hsum with h2 | h2
    · left
      rw [inPhase, eq_div_iff hp]
      linarith
    · rcases mul_eq_zero.mp hdiff with h3 | h3
      · right
        rw [outOfPhase, eq_div_iff hm]
        linarith
      · exfalso
        apply hc
        ext i
        fin_cases i
        · show c 0 = 0
          linarith
        · show c 1 = 0
          linarith
  · rintro (h | h)
    · rw [inPhase, eq_div_iff hp] at h
      refine ⟨![1, 1], fun h0 => by simpa using congrFun h0 0, ?_⟩
      ext i
      fin_cases i <;>
        simp [hamiltonian, overlap, Matrix.mulVec, dotProduct, Fin.sum_univ_two] <;> linarith
    · rw [outOfPhase, eq_div_iff hm] at h
      refine ⟨![1, -1], fun h0 => by simpa using congrFun h0 0, ?_⟩
      ext i
      fin_cases i <;>
        simp [hamiltonian, overlap, Matrix.mulVec, dotProduct, Fin.sum_univ_two] <;> linarith
```

## Filling in order minimises the energy

For $t<es$, `hlow` and `hhigh` place the in-phase level below $e$ and the out-of-phase level above it. Any occupation with $a\le2$ becomes the ordered filling when some number $k$ of electrons moves down. This changes the energy by $-k(E_--E_+)\le0$. The integer bookkeeping is done by `omega`, and the final `nlinarith` uses the product of $k$ and the gap. Since $b$ is unrestricted, the comparison includes every occupation with at most two electrons per level.

```lean
/-- For `-1 < s < 1` and `t < e s`, aufbau filling has the lowest energy among all distributions
of the same number of electrons with at most two in the in-phase level. -/
theorem aufbau_le_occupation {e t s : ℝ} (hs : -1 < s) (hs1 : s < 1) (ht : t < e * s)
    {a : ℕ} (b : ℕ) (ha : a ≤ 2) :
    aufbauEnergy e t s (a + b) ≤ occupationEnergy e t s a b := by
  have hlow : inPhase e t s < e := by
    rw [inPhase, div_lt_iff₀ (by linarith)]
    linarith
  have hhigh : e < outOfPhase e t s := by
    rw [outOfPhase, lt_div_iff₀ (by linarith)]
    linarith
  -- aufbau filling moves `k` electrons from the upper to the lower level
  obtain ⟨k, m, hk, hm, hb⟩ : ∃ k m : ℕ,
      min (a + b) 2 = a + k ∧ a + b - 2 = m ∧ b = m + k :=
    ⟨min (a + b) 2 - a, a + b - 2, by omega, rfl, by omega⟩
  have hb' : (b : ℝ) = m + k := by exact_mod_cast hb
  have hgap : 0 ≤ outOfPhase e t s - inPhase e t s := by linarith
  unfold aufbauEnergy occupationEnergy
  rw [hk, hm, hb', Nat.cast_add]
  nlinarith [mul_nonneg (Nat.cast_nonneg k : (0 : ℝ) ≤ k) hgap]
```

## One formula for every occupation

The closed formula is proved for all natural $a$ and $b$, without assuming $t<es$.

```lean
/-- For an overlap between `-1` and `1`, the energy of any occupation is the product of
`e s - t` and a factor fixed by the overlap and the two occupation numbers. -/
theorem occupationEnergy_eq {e t s : ℝ} (hs : -1 < s) (hs1 : s < 1) (a b : ℕ) :
    occupationEnergy e t s a b =
      (((a : ℝ) + b) * s - ((a : ℝ) - b)) * (e * s - t) / (1 - s ^ 2) := by
  have hp : 1 + s ≠ 0 := by linarith
  have hm : 1 - s ≠ 0 := by linarith
  have hD : 0 < 1 - s ^ 2 := by
    nlinarith [mul_pos (show 0 < 1 + s by linarith) (show 0 < 1 - s by linarith)]
  have h1 : inPhase e t s * (1 + s) = e + t := (eq_div_iff hp).mp rfl
  have h2 : outOfPhase e t s * (1 - s) = e - t := (eq_div_iff hm).mp rfl
  rw [eq_div_iff hD.ne', occupationEnergy]
  linear_combination (a : ℝ) * (1 - s) * h1 + (b : ℝ) * (1 + s) * h2
```

The device that does the work is `linear_combination`. It proves an equation from known equations multiplied by stated coefficients, and leaves `ring` to check that the left side minus the right side is the same for the goal and for the combined equation. Here `h1` and `h2` are the level definitions with their denominators cleared:

$$E_+(1+s)=e+t, \qquad E_-(1-s)=e-t.$$

The goal has been multiplied by $1-s^2$. Multiplying `h1` by $a(1-s)$ and `h2` by $b(1+s)$ gives $E_+$ and $E_-$ the coefficients that they have in the goal, $a(1-s^2)$ and $b(1-s^2)$. These levels then cancel as plain symbols, and a polynomial identity in $a,b,e,t,s$ remains. The coefficients are the ones used above to bring the two fractions to a common denominator.

## The sign of the energy and the electron count

With $1-s^2$ and $es-t$ positive, the energy is negative exactly when the bracket is. This gives the criterion $(a+b)s<a-b$.

```lean
/-- For `-1 < s < 1` and `t < e s`, an occupation binds exactly when the overlap times the
number of electrons is less than the excess of in-phase over out-of-phase electrons. -/
theorem binds_iff {e t s : ℝ} (hs : -1 < s) (hs1 : s < 1) (ht : t < e * s) (a b : ℕ) :
    occupationEnergy e t s a b < 0 ↔ ((a : ℝ) + b) * s < (a : ℝ) - b := by
  have hD : 0 < 1 - s ^ 2 := by
    nlinarith [mul_pos (show 0 < 1 + s by linarith) (show 0 < 1 - s by linarith)]
  have hd : 0 < e * s - t := by linarith
  rw [occupationEnergy_eq hs hs1, div_lt_iff₀ hD, zero_mul]
  constructor
  · intro h
    by_contra hn
    have := mul_nonneg (sub_nonneg.2 (not_lt.1 hn)) hd.le
    linarith
  · intro h
    exact mul_neg_of_neg_of_pos (sub_neg.2 h) hd
```

For the filled shell the formula reduces to $4s(es-t)/(1-s^2)$. When $0<s<1$, this is positive if and only if $t<es$, so the statement about four electrons needs exactly this condition on the coupling.

```lean
/-- For `0 < s < 1`, two filled levels have a positive energy relative to `e` per electron
exactly when `t < e s`. -/
theorem filled_shell_repulsive_iff {e t s : ℝ} (hs : 0 < s) (hs1 : s < 1) :
    0 < occupationEnergy e t s 2 2 ↔ t < e * s := by
  have hD : 0 < 1 - s ^ 2 := by nlinarith
  have h4 : occupationEnergy e t s 2 2 = 4 * s * (e * s - t) / (1 - s ^ 2) := by
    rw [occupationEnergy_eq (by linarith) hs1]
    push_cast
    ring
  rw [h4, lt_div_iff₀ hD, zero_mul, mul_pos_iff_of_pos_left (by positivity), sub_pos]
```

The final theorem joins the four cases. Each `rfl` evaluates the filling rule to an explicit occupation. The criterion then settles one, two and three electrons by linear arithmetic, and the filled-shell theorem settles four. The parameters $e$, $t$ and $s$ are fixed numbers here; how they vary with the distance between the orbitals is not part of the model.

```lean
/-- For `0 < s < 1` and `t < e s`, relative to `e` per electron, one or two electrons bind,
three bind exactly when `s < 1/3`, and four have a positive energy. -/
theorem electron_count_rule {e t s : ℝ} (hs : 0 < s) (hs1 : s < 1) (ht : t < e * s) :
    aufbauEnergy e t s 1 < 0 ∧ aufbauEnergy e t s 2 < 0 ∧
      (aufbauEnergy e t s 3 < 0 ↔ s < 1 / 3) ∧ 0 < aufbauEnergy e t s 4 := by
  have hs' : -1 < s := by linarith
  -- the occupations reached by filling in order
  have h1 : aufbauEnergy e t s 1 = occupationEnergy e t s 1 0 := rfl
  have h2 : aufbauEnergy e t s 2 = occupationEnergy e t s 2 0 := rfl
  have h3 : aufbauEnergy e t s 3 = occupationEnergy e t s 2 1 := rfl
  have h4 : aufbauEnergy e t s 4 = occupationEnergy e t s 2 2 := rfl
  rw [h1, h2, h3, h4, binds_iff hs' hs1 ht, binds_iff hs' hs1 ht, binds_iff hs' hs1 ht]
  refine ⟨?_, ?_, ?_, (filled_shell_repulsive_iff hs hs1).2 ht⟩
  · push_cast
    linarith
  · push_cast
    linarith
  · push_cast
    constructor <;> intro h <;> linarith

end

end OverlapRepulsion
```

```lean
#print axioms OverlapRepulsion.generalized_eigenvalue_iff
#print axioms OverlapRepulsion.aufbau_le_occupation
#print axioms OverlapRepulsion.electron_count_rule
```

```
'OverlapRepulsion.generalized_eigenvalue_iff' depends on axioms: [propext, Classical.choice, Quot.sound]
'OverlapRepulsion.aufbau_le_occupation' depends on axioms: [propext, Classical.choice, Quot.sound]
'OverlapRepulsion.electron_count_rule' depends on axioms: [propext, Classical.choice, Quot.sound]
```
